# Newton's method on the characteristic polynomial, started above all eigenvalues, converges to the largest eigenvalue of a real symmetric matrix

The symmetric $2\times2$ matrix with zeros on the diagonal and ones off it has eigenvalues $1$ and $-1$ and characteristic polynomial $x^2-1$. Newton's method started at $2$ gives $2-3/4=1.25$, then $1.025$, then about $1.0003$. At $x=2$ the chord to the root at $1$ has slope $3$, but the tangent has slope $4$. The second root has made the tangent steeper, so the tangent meets the axis before it reaches $1$.

The same search can be used to superpose two molecular structures. In the quaternion method, the smallest root-mean-square deviation (RMSD) over all rotations follows from the largest eigenvalue of a real symmetric $4\times4$ matrix. The parts below treat any finite number of real roots and then return to matrices.

## Roots, step and iterates

The roots $r_i$ are labelled by a finite index type `ι`, one index per root, so a double root takes two indices. Their number is $n$, written `Fintype.card ι` in Lean.

```lean
import Mathlib

open Filter Topology

namespace NewtonTopEigenvalue

noncomputable section

variable {ι : Type*} [Fintype ι]
```

The polynomial is $p(x)=\prod_i(x-r_i)$.

```lean
/-- The monic polynomial function `p(x) = ∏ (x - r i)` with the real roots `r i`. -/
def rootPoly (r : ι → ℝ) (x : ℝ) : ℝ := ∏ i, (x - r i)
```

One Newton step takes $x$ to $N(x)=x-p(x)/p'(x)$. Lean's `deriv` is the true derivative, not a separately supplied formula.

```lean
/-- One Newton step `x - f(x) / f'(x)`, meant for points where `f'(x) ≠ 0`. -/
def newtonStep (f : ℝ → ℝ) (x : ℝ) : ℝ := x - f x / deriv f x
```

The iterates are $x_{k+1}=N(x_k)$, with starting value $x_0$.

```lean
/-- The Newton iterates of `f` from the starting value `x₀`, meant for the case that `f'` does
not vanish at any iterate. -/
def newtonIter (f : ℝ → ℝ) (x₀ : ℝ) : ℕ → ℝ
  | 0 => x₀
  | k + 1 => newtonStep f (newtonIter f x₀ k)
```

## (a) The derivative as a sum over the roots

Show that at every $x$ that is not a root,

$$p'(x)=p(x)\,S(x),\qquad S(x)=\sum_i\frac{1}{x-r_i}.$$

Build the product one factor at a time. For a set $s$ of indices let $P_s$ be the partial product and $S_s$ the partial sum. For the empty set $P_s=1$ and $S_s=0$, and the derivative of $1$ is indeed $0$. If the claim holds for $s$ and $a$ is a new index, the product rule gives

$$\big[(x-r_a)P_s\big]'=P_s+(x-r_a)P_sS_s=(x-r_a)P_s\Big[\frac1{x-r_a}+S_s\Big].$$

In Lean, `HasDerivAt f d x` says that $f$ is differentiable at $x$ with derivative $d$. The induction is `key`, and `linear_combination` carries out the last factorisation, using $(x-r_a)(x-r_a)^{-1}=1$.

```lean
/-- Away from the roots, the derivative of `p` is `p(x)` times the sum of `1 / (x - r i)`. -/
theorem hasDerivAt_rootPoly (r : ι → ℝ) {x : ℝ} (h : ∀ i, x ≠ r i) :
    HasDerivAt (rootPoly r) (rootPoly r x * ∑ i, (x - r i)⁻¹) x := by
  classical
  -- the product rule, one factor at a time
  have key : ∀ s : Finset ι, HasDerivAt (fun y => ∏ i ∈ s, (y - r i))
      ((∏ i ∈ s, (x - r i)) * ∑ i ∈ s, (x - r i)⁻¹) x := by
    intro s
    induction s using Finset.induction_on with
    | empty => simpa using hasDerivAt_const x (1 : ℝ)
    | insert a s ha ih =>
      simp only [Finset.prod_insert ha, Finset.sum_insert ha]
      have h0 : HasDerivAt (fun y => y - r a) 1 x := (hasDerivAt_id' x).sub_const (r a)
      have h1 : HasDerivAt (fun y => (y - r a) * ∏ i ∈ s, (y - r i))
          (1 * (∏ i ∈ s, (x - r i)) +
            (x - r a) * ((∏ i ∈ s, (x - r i)) * ∑ i ∈ s, (x - r i)⁻¹)) x := h0.fun_mul ih
      have e : (x - r a) * (x - r a)⁻¹ = 1 := mul_inv_cancel₀ (sub_ne_zero.mpr (h a))
      exact h1.congr_deriv (by linear_combination (-(∏ i ∈ s, (x - r i))) * e)
  exact key Finset.univ
```

## (b) The step above the largest root

Let $r_m$ be a largest root and $x>r_m$. Show that

$$p(x)>0,\qquad p'(x)>0,\qquad N(x)=x-\frac1{S(x)}.$$

Every difference $x-r_i$ is positive, so $p(x)$ is a product of positive numbers. The sum $S(x)$ has positive terms and at least one of them, the term $i=m$, so $S(x)>0$. By (a), $p'(x)=p(x)S(x)>0$, and $p/p'=p/(pS)=1/S$.

The hypothesis `hm` says that $r_i\le r_m$ for all $i$; ties are allowed. The three claims appear in the code as `hp`, `mul_pos hp hS` and the cancellation `key`.

```lean
/-- Above the largest root `r m`, both `p` and its derivative are positive, and the Newton step
subtracts the reciprocal of the sum of `1 / (x - r i)`. -/
theorem newtonStep_above (r : ι → ℝ) {m : ι} (hm : ∀ i, r i ≤ r m) {x : ℝ} (hx : r m < x) :
    0 < rootPoly r x ∧ 0 < deriv (rootPoly r) x ∧
      newtonStep (rootPoly r) x = x - (∑ i, (x - r i)⁻¹)⁻¹ := by
  have hi : ∀ i, 0 < x - r i := fun i => sub_pos.mpr ((hm i).trans_lt hx)
  have hp : 0 < rootPoly r x := Finset.prod_pos fun i _ => hi i
  have hS : 0 < ∑ i, (x - r i)⁻¹ :=
    Finset.sum_pos (fun i _ => inv_pos.mpr (hi i)) ⟨m, Finset.mem_univ m⟩
  have hd := (hasDerivAt_rootPoly r fun i => (sub_pos.mp (hi i)).ne').deriv
  have key : ∀ p s : ℝ, p ≠ 0 → s ≠ 0 → p / (p * s) = s⁻¹ := by
    intro p s hp hs
    field_simp
  refine ⟨hp, ?_, ?_⟩
  · rw [hd]
    exact mul_pos hp hS
  · rw [newtonStep, hd, key _ _ hp.ne' hS.ne']
```

## (c) With a second root, the step stops short of the largest root

Let $n\ge2$ and $x>r_m$. Show that

$$N(x)>r_m.$$

Some index $j\neq m$ exists, and its term in $S(x)$ is positive. Hence $S(x)>1/(x-r_m)$. Taking reciprocals of positive numbers gives $1/S(x)<x-r_m$, so $N(x)=x-1/S(x)>r_m$.

The assumption `Nontrivial ι` means at least two indices; the two roots may be equal. The strict inequality for the sum is `Finset.single_lt_sum`.

```lean
/-- With at least two roots, counted with multiplicity, a Newton step from above the largest
root stays strictly above it. -/
theorem lt_newtonStep [Nontrivial ι] (r : ι → ℝ) {m : ι} (hm : ∀ i, r i ≤ r m) {x : ℝ}
    (hx : r m < x) : r m < newtonStep (rootPoly r) x := by
  have hi : ∀ i, 0 < (x - r i)⁻¹ := fun i => inv_pos.mpr (sub_pos.mpr ((hm i).trans_lt hx))
  obtain ⟨j, hj⟩ := exists_ne m
  -- the second root makes the sum larger than its leading term
  have hS : (x - r m)⁻¹ < ∑ i, (x - r i)⁻¹ :=
    Finset.single_lt_sum (f := fun i => (x - r i)⁻¹) hj (Finset.mem_univ m)
      (Finset.mem_univ j) (hi j) (fun k _ _ => (hi k).le)
  have h := inv_lt_of_inv_lt₀ (sub_pos.mpr hx) hS
  rw [(newtonStep_above r hm hx).2.2]
  linarith
```

## (d) The error shrinks by a fixed factor

For $n\ge1$ and $x>r_m$, show that

$$N(x)-r_m\le\Big(1-\frac1n\Big)(x-r_m).$$

Since $x-r_i\ge x-r_m>0$, each term of $S(x)$ is at most $1/(x-r_m)$. Therefore $S(x)\le n/(x-r_m)$ and $1/S(x)\ge(x-r_m)/n$. Insert this into $N(x)-r_m=(x-r_m)-1/S(x)$.

The `calc` block bounds the sum term by term, and `inv_anti₀` reverses the inequality on taking reciprocals.

```lean
/-- For `n` roots and a Newton step from above the largest root `r m`, the signed error (value minus
`r m`) after the step is at most `1 - 1/n` times the error before it. -/
theorem newtonStep_contract (r : ι → ℝ) {m : ι} (hm : ∀ i, r i ≤ r m) {x : ℝ} (hx : r m < x) :
    newtonStep (rootPoly r) x - r m ≤ (1 - 1 / (Fintype.card ι : ℝ)) * (x - r m) := by
  have hd : 0 < x - r m := sub_pos.mpr hx
  have hpos : 0 < ∑ i, (x - r i)⁻¹ :=
    Finset.sum_pos (fun i _ => inv_pos.mpr (sub_pos.mpr ((hm i).trans_lt hx)))
      ⟨m, Finset.mem_univ m⟩
  -- every term is bounded by that of the largest root
  have hS : ∑ i, (x - r i)⁻¹ ≤ (Fintype.card ι : ℝ) * (x - r m)⁻¹ := by
    calc ∑ i, (x - r i)⁻¹ ≤ ∑ _i : ι, (x - r m)⁻¹ :=
          Finset.sum_le_sum fun i _ => inv_anti₀ hd (by linarith [hm i])
      _ = (Fintype.card ι : ℝ) * (x - r m)⁻¹ := by
          rw [Finset.sum_const, Finset.card_univ, nsmul_eq_mul]
  have h := inv_anti₀ hpos hS
  rw [mul_inv, inv_inv, ← one_div] at h
  rw [(newtonStep_above r hm hx).2.2]
  linarith
```

## (e) Convergence to the largest root

Let $n\ge2$ and $x_0>r_m$. Show that for every $k$

$$x_k>r_m,\qquad p'(x_k)>0,\qquad x_{k+1}<x_k,$$

$$x_k-r_m\le\Big(1-\frac1n\Big)^k(x_0-r_m),$$

and that $x_k\to r_m$.

The first inequality holds at $k=0$ and passes from $k$ to $k+1$ by (c). Then (b) gives $p(x_k)>0$ and $p'(x_k)>0$, so a positive number is subtracted at each step and the sequence strictly decreases. Applying (d) $k$ times gives the error bound. As $0\le1-1/n<1$, the bound tends to zero, and $x_k$ is squeezed between $r_m$ and a sequence tending to $r_m$.

In the code these are `habove`, `strictAnti_nat_of_succ_lt`, `herr` and the final squeeze. `StrictAnti` means strictly decreasing, and `Tendsto … atTop (𝓝 (r m))` is convergence to $r_m$. Lean sets division by zero equal to zero, so it is the positive derivative that makes each iterate the result of a proper Newton step.

```lean
/-- Newton search from above the largest of `n ≥ 2` real roots, counted with multiplicity: the
derivative is positive at every iterate, the iterates stay above the largest root, strictly
decrease and converge to it, with error at most `(1 - 1/n)^k` times the initial one. -/
theorem newton_converges_to_largest_root [Nontrivial ι] (r : ι → ℝ) {m : ι}
    (hm : ∀ i, r i ≤ r m) {x₀ : ℝ} (hx : r m < x₀) :
    (∀ k, r m < newtonIter (rootPoly r) x₀ k ∧
      0 < deriv (rootPoly r) (newtonIter (rootPoly r) x₀ k)) ∧
    StrictAnti (newtonIter (rootPoly r) x₀) ∧
    (∀ k, newtonIter (rootPoly r) x₀ k - r m ≤
      (1 - 1 / (Fintype.card ι : ℝ)) ^ k * (x₀ - r m)) ∧
    Tendsto (newtonIter (rootPoly r) x₀) atTop (𝓝 (r m)) := by
  have habove : ∀ k, r m < newtonIter (rootPoly r) x₀ k := by
    intro k
    induction k with
    | zero => exact hx
    | succ k ih => exact lt_newtonStep r hm ih
  have hn : (1 : ℝ) ≤ (Fintype.card ι : ℝ) := by
    have h : 1 ≤ Fintype.card ι := Fintype.card_pos
    exact_mod_cast h
  have hn0 : (0 : ℝ) < (Fintype.card ι : ℝ) := by linarith
  have hq0 : 0 ≤ 1 - 1 / (Fintype.card ι : ℝ) := sub_nonneg.mpr ((div_le_one hn0).mpr hn)
  have hq1 : 1 - 1 / (Fintype.card ι : ℝ) < 1 := sub_lt_self _ (one_div_pos.mpr hn0)
  -- the contraction of a single step, iterated
  have herr : ∀ k, newtonIter (rootPoly r) x₀ k - r m ≤
      (1 - 1 / (Fintype.card ι : ℝ)) ^ k * (x₀ - r m) := by
    intro k
    induction k with
    | zero => simp [newtonIter]
    | succ k ih =>
      refine (newtonStep_contract r hm (habove k)).trans ?_
      rw [pow_succ', mul_assoc]
      exact mul_le_mul_of_nonneg_left ih hq0
  refine ⟨fun k => ⟨habove k, (newtonStep_above r hm (habove k)).2.1⟩, ?_, herr, ?_⟩
  · refine strictAnti_nat_of_succ_lt fun k => ?_
    obtain ⟨hp, hd, _⟩ := newtonStep_above r hm (habove k)
    exact sub_lt_self _ (div_pos hp hd)
  · have hup : Tendsto (fun k : ℕ => r m + (1 - 1 / (Fintype.card ι : ℝ)) ^ k * (x₀ - r m))
        atTop (𝓝 (r m)) := by
      have h := ((tendsto_pow_atTop_nhds_zero_of_lt_one hq0 hq1).mul_const
        (x₀ - r m)).const_add (r m)
      rwa [zero_mul, add_zero] at h
    exact tendsto_of_tendsto_of_tendsto_of_le_of_le tendsto_const_nhds hup
      (fun k => (habove k).le) (fun k => by linarith [herr k])
```

The starting value matters. For $p(x)=x^2-1$ and $x_0=-2$ the iterates are $-1.25,-1.025,\dots$, which increase towards $-1$. A start outside the interval spanned by the roots is therefore not enough to find the largest one.

## (f) One root is found in one step

Let $n=1$ with root $r$. Show that for every $x$, every $x_0$ and every $k\ge0$

$$p'(x)=1,\qquad x_{k+1}=r.$$

Here $p(x)=x-r$ has slope $1$, and $N(x)=x-(x-r)=r$ for every $x$. With $r=0$ and $x_0=1$ the sequence is $1,0,0,\dots$, which converges but does not strictly decrease. This is why (e) asks for two roots.

`Unique ι` says that there is exactly one index, called `default`.

```lean
/-- With a single root the derivative is 1 everywhere, and every Newton iterate after the
starting value equals the root. -/
theorem newton_single_root [Unique ι] (r : ι → ℝ) (x₀ : ℝ) :
    (∀ x, deriv (rootPoly r) x = 1) ∧
      ∀ k, newtonIter (rootPoly r) x₀ (k + 1) = r default := by
  have hp : rootPoly r = fun y => y - r default := by
    funext y
    exact Fintype.prod_unique _
  have hd : ∀ x, deriv (rootPoly r) x = 1 := by
    intro x
    rw [hp]
    exact ((hasDerivAt_id' x).sub_const (r default)).deriv
  refine ⟨hd, fun k => ?_⟩
  rw [newtonIter, newtonStep, hd, hp]
  ring
```

## (g) Coinciding roots attain the factor

Let all $n\ge1$ roots equal $c$, and let $x>c$. Show that

$$N(x)-c=\Big(1-\frac1n\Big)(x-c).$$

Now $S(x)=n/(x-c)$ exactly, so (b) gives $N(x)=x-(x-c)/n$. The factor in (d) is thus the best that depends on $n$ alone. For a simple largest root, standard analysis, which is not formalised here, gives much faster, quadratic convergence near the end.

The code applies (b) to the constant family of roots and evaluates the sum.

```lean
/-- If all `n` roots coincide at `c`, a Newton step from above `c` reduces the distance to `c`
by exactly the factor `1 - 1/n`. -/
theorem newtonStep_degenerate [Nonempty ι] {c x : ℝ} (hx : c < x) :
    newtonStep (rootPoly fun _ : ι => c) x - c =
      (1 - 1 / (Fintype.card ι : ℝ)) * (x - c) := by
  have h := (newtonStep_above (fun _ : ι => c) (m := Classical.arbitrary ι)
    (fun _ => le_rfl) hx).2.2
  simp only [Finset.sum_const, Finset.card_univ, nsmul_eq_mul, mul_inv, inv_inv] at h
  rw [h]
  ring
```

## (h) The largest eigenvalue of a symmetric matrix

Let $A$ be a real symmetric matrix of dimension at least two, with largest eigenvalue $\lambda_m$, and let $x_0>\lambda_m$. For the Newton iterates of $\chi(x)=\det(x\mathbf 1-A)$, show that

$$\chi'(x_k)>0,\qquad x_{k+1}<x_k,\qquad x_k\to\lambda_m.$$

A real symmetric matrix has real eigenvalues $\lambda_i$, as many as its dimension when counted with multiplicity, and $\chi(x)=\prod_i(x-\lambda_i)$. This is $p$ with $r_i=\lambda_i$, so (e) applies.

Over the real numbers `IsHermitian` means symmetric. The function `hA.eigenvalues` lists the $\lambda_i$, and `hA.charpoly_eq` supplies the factorisation.

```lean
/-- For a real symmetric matrix of dimension at least two, Newton iterates of the characteristic
polynomial from above the largest eigenvalue have positive derivative at every step, strictly
decrease and converge to that eigenvalue. -/
theorem newton_largest_eigenvalue [DecidableEq ι] [Nontrivial ι] {A : Matrix ι ι ℝ}
    (hA : A.IsHermitian) {m : ι} (hm : ∀ i, hA.eigenvalues i ≤ hA.eigenvalues m) {x₀ : ℝ}
    (hx : hA.eigenvalues m < x₀) :
    (∀ k, 0 < deriv (fun x => A.charpoly.eval x)
      (newtonIter (fun x => A.charpoly.eval x) x₀ k)) ∧
    StrictAnti (newtonIter (fun x => A.charpoly.eval x) x₀) ∧
    Tendsto (newtonIter (fun x => A.charpoly.eval x) x₀) atTop (𝓝 (hA.eigenvalues m)) := by
  -- the characteristic polynomial factors over the eigenvalues
  have hp : (fun x => A.charpoly.eval x) = rootPoly hA.eigenvalues := by
    funext x
    rw [hA.charpoly_eq]
    simp [rootPoly, Polynomial.eval_prod]
  rw [hp]
  obtain ⟨h1, h2, _, h4⟩ := newton_converges_to_largest_root hA.eigenvalues hm hx
  exact ⟨fun k => (h1 k).2, h2, h4⟩

end

end NewtonTopEigenvalue
```

```lean
#print axioms NewtonTopEigenvalue.newton_single_root
#print axioms NewtonTopEigenvalue.newtonStep_degenerate
#print axioms NewtonTopEigenvalue.newton_largest_eigenvalue
```

```
'NewtonTopEigenvalue.newton_single_root' depends on axioms: [propext, Classical.choice, Quot.sound]
'NewtonTopEigenvalue.newtonStep_degenerate' depends on axioms: [propext, Classical.choice, Quot.sound]
'NewtonTopEigenvalue.newton_largest_eigenvalue' depends on axioms: [propext, Classical.choice, Quot.sound]
```

## One step in an RMSD calculation

Take two structures of $M$ atoms with centred coordinates $\mathbf a_i$ and $\mathbf b_i$, and let $G=\sum_i(|\mathbf a_i|^2+|\mathbf b_i|^2)$. The quaternion matrix is traceless, so its characteristic polynomial has the form $x^4+c_2x^2+c_1x+c_0$, and the step reads

$$x\;\mapsto\;x-\frac{x^4+c_2x^2+c_1x+c_0}{4x^3+2c_2x+c_1}.$$

The search starts at $x_0=G/2$, and its limit $\lambda$ gives the minimal RMSD $\sqrt{(G-2\lambda)/M}$. As a squared deviation is never negative, $G/2\ge\lambda$. Equality occurs only when a rotation superposes the structures perfectly, and then the start is already the eigenvalue and no step is needed. The step would be $0/0$ there if that eigenvalue is repeated, as it is for two identical linear molecules.

For simulation practice, part (h) guarantees this search for a given real symmetric matrix and a start strictly above its spectrum, with the iteration carried out in exact arithmetic, without rounding errors. That the largest eigenvalue of the quaternion matrix belongs to the best rotation is a separate step, taken here from the quaternion method.
